# I + Q(u) is invertible at every imaginary frequency exactly when D + 2K is positive definite, for positive diagonal D and real symmetric K

A correlation-energy code in the style of the random-phase approximation (RPA) may integrate $\ln\det(I+Q(u))-\mathrm{tr}\,Q(u)$ on a frequency grid. If its coupling kernel has an attractive part, the reference state can be unstable within the model, and the code can still return a finite, plausible energy. For such an unstable state the integrand is singular somewhere on the imaginary axis, but the grid points may lie on either side of the singularity. With two unstable modes, even the sign of the determinant can look normal at every point.

## The equivalence

Let $D=\mathrm{diag}(d_i)$ hold the orbital excitation energies, all positive, and let $K$ be the real symmetric coupling matrix, with spin factors absorbed. At imaginary frequency $iu$, with $u$ real, set

$$Q(u)=2D(D^2+u^2)^{-1}K .$$

Then $I+Q(u)$ is invertible for all real $u$ if and only if $D+2K$ is positive definite. If $D+2K$ has a direction of strictly negative curvature, a singularity occurs at some $u>0$.

## A stability check before the frequency integral

In the usual notation $A=D+K$ and $B=K$, so $A-B=D$ and $A+B=D+2K$. This describes real orbitals and a frequency-independent kernel without exact exchange. Within that finite model, one Cholesky factorisation of $D+2K$ decides whether the integrand is regular on the whole axis. If $K$ is positive semidefinite, as for a bare Coulomb kernel, the check always succeeds; it matters when $K$ has an attractive part, such as an exchange-correlation kernel.

## From the response matrix to the Casida matrix

Define $M=D^{1/2}(D+2K)D^{1/2}$, whose eigenvalues are the squared excitation energies. Diagonal matrices commute, so

$$\begin{aligned}
(D^2+u^2)(I+Q(u))D^{1/2}&=(D^2+u^2+2DK)D^{1/2}\\
&=D^{1/2}\left(D^2+2D^{1/2}KD^{1/2}+u^2\right)\\
&=D^{1/2}(M+u^2).
\end{aligned}$$

Taking determinants and cancelling $\det D^{1/2}\neq0$ gives

$$\prod_i(d_i^2+u^2)\,\det(I+Q(u))=\det(M+u^2).$$

The product is positive, so $I+Q(u)$ is singular exactly when $Mx=-u^2x$ for some $x\ne0$. Moreover,

$$x^TMx=y^T(D+2K)y,\qquad y=D^{1/2}x,$$

and $y\neq0$ whenever $x\neq0$.

Suppose $D+2K$ is positive definite. A singular point would give $0<y^T(D+2K)y=-u^2x^Tx\le0$, a contradiction.

Conversely, suppose $I+Q(u)$ is always invertible. An eigenvalue $\lambda\le0$ of $M$ would make it singular at $u=\sqrt{-\lambda}$, so the symmetric matrix $M$ has only positive eigenvalues and is positive definite. For any $z\ne0$, putting $x=D^{-1/2}z$ gives $z^T(D+2K)z=x^TMx>0$.

If instead $z^T(D+2K)z<0$ for some $z$, the same substitution gives $x^TMx<0$. Hence $M$ has an eigenvalue $\lambda<0$, and $u=\sqrt{-\lambda}>0$.

## A two-excitation instance

Take $d=(1,4)$, $K_{11}=K_{22}=0$ and $K_{12}=K_{21}=5/2$. Then

$$D+2K=\begin{pmatrix}1&5\\5&4\end{pmatrix},\qquad M=\begin{pmatrix}1&10\\10&16\end{pmatrix}.$$

The first determinant is $-21$. The eigenvalues of $M$ are $21$ and $-4$, which predicts a singularity at $u=2$. Indeed,

$$I+Q(2)=\begin{pmatrix}1&1\\1&1\end{pmatrix}.$$

At $u=1$ and $u=3$ the determinant is $-33/17$ and $3/5$. Two uncoupled copies of this system square these values, so both grid points then show a positive determinant.

## The Lean file

```lean
import Mathlib

open Matrix

namespace ImaginaryAxisStability

noncomputable section

variable {n : Type*} [Fintype n] [DecidableEq n]

/-- The matrix `Q(u) = 2D(D² + u²)⁻¹K` at imaginary frequency `iu`, for `D = diag(d)`;
its domain is `d i ^ 2 + u ^ 2 ≠ 0` for all `i`. -/
def response (d : n → ℝ) (K : Matrix n n ℝ) (u : ℝ) : Matrix n n ℝ :=
  diagonal (fun i => 2 * d i / (d i ^ 2 + u ^ 2)) * K

/-- The stability matrix `D + 2K`. -/
def stability (d : n → ℝ) (K : Matrix n n ℝ) : Matrix n n ℝ :=
  diagonal d + (2 : ℝ) • K

/-- The Casida matrix `M = D^{1/2} (D + 2K) D^{1/2}`, for nonnegative `d`. -/
def casida (d : n → ℝ) (K : Matrix n n ℝ) : Matrix n n ℝ :=
  diagonal (fun i => Real.sqrt (d i)) * stability d K * diagonal (fun i => Real.sqrt (d i))

/-- For positive `D`, the matrix `I + Q(u)` and the shifted Casida matrix are related by
`(D² + u²)(I + Q(u)) D^{1/2} = D^{1/2} (M + u²)`. -/
theorem factorization {d : n → ℝ} (hd : ∀ i, 0 < d i) (K : Matrix n n ℝ) (u : ℝ) :
    diagonal (fun i => d i ^ 2 + u ^ 2) * (1 + response d K u) *
        diagonal (fun i => Real.sqrt (d i)) =
      diagonal (fun i => Real.sqrt (d i)) * (casida d K + (u ^ 2) • (1 : Matrix n n ℝ)) := by
  ext i j
  have hs := Real.mul_self_sqrt (hd i).le
  have hp : d i ^ 2 + u ^ 2 ≠ 0 := by
    have := hd i
    positivity
  have hq : (d i ^ 2 + u ^ 2) * (2 * d i / (d i ^ 2 + u ^ 2)) = 2 * d i := by
    field_simp
  simp only [response, casida, stability, Matrix.mul_diagonal, Matrix.diagonal_mul,
    Matrix.add_apply, Matrix.smul_apply, smul_eq_mul]
  by_cases h : i = j
  · subst h
    simp only [Matrix.one_apply_eq, Matrix.diagonal_apply_eq]
    linear_combination (K i i * Real.sqrt (d i)) * hq
      - (Real.sqrt (d i) * (d i + 2 * K i i)) * hs
  · simp only [Matrix.one_apply_ne h, Matrix.diagonal_apply_ne _ h]
    linear_combination (K i j * Real.sqrt (d j)) * hq - (2 * K i j * Real.sqrt (d j)) * hs

/-- For positive `D`, `det(D² + u²) det(I + Q(u)) = det(M + u²)`. -/
theorem det_one_add_response {d : n → ℝ} (hd : ∀ i, 0 < d i) (K : Matrix n n ℝ) (u : ℝ) :
    (∏ i, (d i ^ 2 + u ^ 2)) * (1 + response d K u).det =
      (casida d K + (u ^ 2) • (1 : Matrix n n ℝ)).det := by
  have h := congrArg Matrix.det (factorization hd K u)
  simp only [Matrix.det_mul, Matrix.det_diagonal] at h
  have hs : (∏ i, Real.sqrt (d i)) ≠ 0 :=
    Finset.prod_ne_zero_iff.mpr fun i _ => (Real.sqrt_pos.mpr (hd i)).ne'
  apply mul_left_cancel₀ hs
  linear_combination h

/-- For positive `D`, the matrix `I + Q(u)` is singular exactly when the Casida matrix has
an eigenvector with eigenvalue `-u²`. -/
theorem singular_iff_mode {d : n → ℝ} (hd : ∀ i, 0 < d i) (K : Matrix n n ℝ) (u : ℝ) :
    ¬ IsUnit (1 + response d K u) ↔ ∃ x : n → ℝ, x ≠ 0 ∧ casida d K *ᵥ x = (-u ^ 2) • x := by
  have hP : (∏ i, (d i ^ 2 + u ^ 2)) ≠ 0 :=
    Finset.prod_ne_zero_iff.mpr fun i _ => by
      have := hd i
      positivity
  -- both determinants vanish together
  have key : (1 + response d K u).det = 0 ↔
      (casida d K + (u ^ 2) • (1 : Matrix n n ℝ)).det = 0 := by
    rw [← det_one_add_response hd, mul_eq_zero, or_iff_right hP]
  rw [Matrix.isUnit_iff_isUnit_det, isUnit_iff_ne_zero, not_not, key,
    ← Matrix.exists_mulVec_eq_zero_iff]
  refine exists_congr fun x => and_congr_right fun _ => ?_
  rw [Matrix.add_mulVec, Matrix.smul_mulVec, Matrix.one_mulVec, neg_smul,
    eq_neg_iff_add_eq_zero]

/-- For nonnegative `D`, the quadratic form of the Casida matrix at `x` is that of `D + 2K` at
`D^{1/2} x`. -/
theorem casida_form (d : n → ℝ) (K : Matrix n n ℝ) (x : n → ℝ) :
    x ⬝ᵥ casida d K *ᵥ x =
      (fun i => Real.sqrt (d i) * x i) ⬝ᵥ stability d K *ᵥ (fun i => Real.sqrt (d i) * x i) := by
  simp only [casida, Matrix.mulVec, dotProduct, Matrix.mul_diagonal, Matrix.diagonal_mul,
    Finset.mul_sum]
  exact Finset.sum_congr rfl fun i _ => Finset.sum_congr rfl fun j _ => by ring

omit [Fintype n] [DecidableEq n] in
/-- For positive `D`, every vector `x` equals `D^{1/2}` applied to `D^{-1/2} x`. -/
private theorem rescale {d : n → ℝ} (hd : ∀ i, 0 < d i) (x : n → ℝ) :
    (fun i => Real.sqrt (d i) * (x i / Real.sqrt (d i))) = x := by
  funext i
  have hs := (Real.sqrt_pos.mpr (hd i)).ne'
  field_simp

/-- For symmetric `K` the Casida matrix is symmetric. -/
theorem casida_isHermitian (d : n → ℝ) {K : Matrix n n ℝ} (hK : K.IsSymm) :
    (casida d K).IsHermitian := by
  refine Matrix.IsHermitian.ext fun i j => ?_
  have hD : diagonal d j i = diagonal d i j := (Matrix.isSymm_diagonal d).apply i j
  simp only [casida, stability, Matrix.mul_diagonal, Matrix.diagonal_mul, Matrix.add_apply,
    Matrix.smul_apply, star_trivial, smul_eq_mul]
  rw [hK.apply i j, hD]
  ring

/-- For positive `D` and symmetric `K`, each eigenvalue `λ ≤ 0` of the Casida matrix makes
`I + Q(u)` singular at `u = √(-λ)`. -/
theorem singular_at_eigenvalue {d : n → ℝ} (hd : ∀ i, 0 < d i) {K : Matrix n n ℝ}
    (hK : K.IsSymm) (i : n) (hi : (casida_isHermitian d hK).eigenvalues i ≤ 0) :
    ¬ IsUnit (1 + response d K (Real.sqrt (-(casida_isHermitian d hK).eigenvalues i))) := by
  have hM := casida_isHermitian d hK
  refine (singular_iff_mode hd K _).mpr ⟨(hM.eigenvectorBasis i).ofLp, fun h0 => ?_, ?_⟩
  · exact hM.eigenvectorBasis.orthonormal.ne_zero i (PiLp.ext fun k => congrFun h0 k)
  · rw [Real.sq_sqrt (by linarith), neg_neg]
    exact hM.mulVec_eigenvectorBasis i

/-- For positive diagonal `D` and real symmetric `K`, the matrix `I + Q(u)` is invertible at
every real `u` if and only if `D + 2K` is positive definite. -/
theorem invertible_on_axis_iff_stable {d : n → ℝ} (hd : ∀ i, 0 < d i) {K : Matrix n n ℝ}
    (hK : K.IsSymm) :
    (∀ u : ℝ, IsUnit (1 + response d K u)) ↔ (stability d K).PosDef := by
  constructor
  · intro h
    -- an eigenvalue `λ ≤ 0` would produce a singular point on the axis
    have hM : (casida d K).PosDef :=
      (casida_isHermitian d hK).posDef_iff_eigenvalues_pos.mpr fun i =>
        not_le.mp fun hi => singular_at_eigenvalue hd hK i hi (h _)
    refine Matrix.posDef_iff_dotProduct_mulVec.mpr ⟨?_, fun x hx => ?_⟩
    · refine Matrix.IsHermitian.ext fun i j => ?_
      have hD : diagonal d j i = diagonal d i j := (Matrix.isSymm_diagonal d).apply i j
      simp only [stability, Matrix.add_apply, Matrix.smul_apply, star_trivial]
      rw [hK.apply i j, hD]
    · have hy : (fun i => x i / Real.sqrt (d i)) ≠ 0 := fun h0 => hx <| by
        rw [← rescale hd x]
        funext i
        have hi : x i / Real.sqrt (d i) = 0 := congrFun h0 i
        simp only [hi, mul_zero, Pi.zero_apply]
      have hpos := hM.dotProduct_mulVec_pos hy
      rw [star_trivial, casida_form, rescale hd x] at hpos
      rwa [star_trivial]
  · intro hA u
    by_contra hu
    obtain ⟨x, hx, h⟩ := (singular_iff_mode hd K u).mp hu
    have hy : (fun i => Real.sqrt (d i) * x i) ≠ 0 := fun h0 => hx <| by
      funext i
      exact (mul_eq_zero.mp (congrFun h0 i)).resolve_left (Real.sqrt_pos.mpr (hd i)).ne'
    -- the mode would have both positive and nonpositive curvature
    have hpos := hA.dotProduct_mulVec_pos hy
    rw [star_trivial, ← casida_form, h, dotProduct_smul, smul_eq_mul] at hpos
    have hxx : 0 ≤ x ⬝ᵥ x := Finset.sum_nonneg fun i _ => mul_self_nonneg (x i)
    nlinarith [mul_nonneg (sq_nonneg u) hxx]

/-- For positive `D` and symmetric `K`, a direction of strictly negative curvature of `D + 2K`
makes `I + Q(u)` singular at some strictly positive `u`. -/
theorem singular_inside_axis {d : n → ℝ} (hd : ∀ i, 0 < d i) {K : Matrix n n ℝ}
    (hK : K.IsSymm) {x : n → ℝ} (hx : x ⬝ᵥ stability d K *ᵥ x < 0) :
    ∃ u : ℝ, 0 < u ∧ ¬ IsUnit (1 + response d K u) := by
  by_contra hno
  -- without such a point all Casida eigenvalues are nonnegative
  have hM : (casida d K).PosSemidef :=
    (casida_isHermitian d hK).posSemidef_iff_eigenvalues_nonneg.mpr fun i =>
      not_lt.mp fun hi => by
        have hi' : (casida_isHermitian d hK).eigenvalues i < 0 := hi
        exact hno ⟨_, Real.sqrt_pos.mpr (by linarith), singular_at_eigenvalue hd hK i hi'.le⟩
  have hnn := hM.dotProduct_mulVec_nonneg (fun i => x i / Real.sqrt (d i))
  rw [star_trivial, casida_form, rescale hd x] at hnn
  linarith

end

end ImaginaryAxisStability
```

```lean
#print axioms ImaginaryAxisStability.invertible_on_axis_iff_stable
-- 'ImaginaryAxisStability.invertible_on_axis_iff_stable' depends on axioms: [propext, Classical.choice, Quot.sound]
#print axioms ImaginaryAxisStability.singular_inside_axis
-- 'ImaginaryAxisStability.singular_inside_axis' depends on axioms: [propext, Classical.choice, Quot.sound]
```

## What is guaranteed for a code

The finite type `n` labels excitations, `d` gives the diagonal of $D$, and `hd` states that every gap is positive. `hK` is the symmetry of $K$. `response` is $Q(u)$, not the density response function; `stability` is $D+2K$ and `casida` is $M$. `IsUnit` means invertible, and `PosDef` includes symmetry.

`factorization` checks the matrix identity entry by entry, on and off the diagonal; its `linear_combination` steps use the cancelled denominator and $\sqrt{d_i}\sqrt{d_i}=d_i$. `det_one_add_response` and `singular_iff_mode` turn it into the eigenvalue condition. `casida_form` and `rescale` carry curvature between the two matrices, while `casida_isHermitian` gives access to the real eigenvectors used by `singular_at_eigenvalue`.

`invertible_on_axis_iff_stable` combines these into the equivalence, and `singular_inside_axis` places the singularity at positive $u$ by contradiction: without one, $M$ would be positive semidefinite.

The equivalence quantifies over every real $u$, whereas a code samples finitely many in floating point. Regular values on a grid therefore do not show that the integrand is regular on the whole axis; positive definiteness of $D+2K$ does.
